# Local conservation of probability for the one-dimensional Schrödinger equation with a real potential

Q: The claim is that a particle on a line, with wave function $\psi(x,t)$, mass $m$ and real potential $V(x,t)$, obeys

$$\partial_t|\psi|^2+\partial_x J=0,\qquad J=\frac{\hbar}{m}\,\mathrm{Im}(\psi^*\partial_x\psi),$$

wherever $i\hbar\,\partial_t\psi=-\frac{\hbar^2}{2m}\partial_x^2\psi+V\psi$ holds and the derivatives exist. I believe the physics. I doubt that the Lean version says the same thing. What are its density, its current and its equation?

A: These three definitions.

```lean
import Mathlib

open Complex ComplexConjugate Topology

namespace ProbabilityCurrent

noncomputable section

/-- The probability density `|ψ(x,t)|²`. -/
def density (ψ : ℝ → ℝ → ℂ) (x t : ℝ) : ℝ := ‖ψ x t‖ ^ 2

/-- The probability current `(ℏ/m) Im(φ* φ')` of a differentiable wave function `φ` of position,
for mass `m ≠ 0`. -/
def current (ℏ m : ℝ) (φ : ℝ → ℂ) (x : ℝ) : ℝ := ℏ / m * (conj (φ x) * deriv φ x).im

/-- The time-dependent Schrödinger equation at the point `(x,t)`, multiplied through by `2m`; the
potential may be complex. It has this meaning for `m ≠ 0` and a `ψ` with the derivatives that occur.
-/
def SchrodingerAt (ℏ m : ℝ) (V ψ : ℝ → ℝ → ℂ) (x t : ℝ) : Prop :=
  2 * (m : ℂ) * (I * (ℏ : ℂ) * deriv (fun s => ψ x s) t) =
    -(ℏ : ℂ) ^ 2 * deriv (deriv fun y => ψ y t) x + 2 * (m : ℂ) * (V x t * ψ x t)
```

`density` is $|\psi|^2$. `current` takes the wave function at one fixed time, as a function of position, and `deriv` is its space derivative. `SchrodingerAt` is the equation at a single point $(x,t)$, multiplied through by $2m$. Its potential may be complex, so that the role of a real $V$ becomes visible.

Q: Before any more Lean, show me the calculation.

A: The product rule gives the two rates:

$$\partial_t|\psi|^2=2\,\mathrm{Re}(\psi^*\partial_t\psi),$$

$$\partial_xJ=\frac{\hbar}{m}\,\mathrm{Im}\big(|\partial_x\psi|^2+\psi^*\partial_x^2\psi\big)=\frac{\hbar}{m}\,\mathrm{Im}(\psi^*\partial_x^2\psi),$$

because $|\partial_x\psi|^2$ is real. Now multiply the Schrödinger equation by $\psi^*$ and take imaginary parts:

$$\hbar\,\mathrm{Re}(\psi^*\partial_t\psi)=-\frac{\hbar^2}{2m}\,\mathrm{Im}(\psi^*\partial_x^2\psi)+\mathrm{Im}V\,|\psi|^2.$$

Multiply by $2/\hbar$ and insert the two rates:

$$\partial_t|\psi|^2+\partial_xJ=\frac{2}{\hbar}\,\mathrm{Im}V\,|\psi|^2.$$

For real $V$ the right side is zero.

Q: How does Lean obtain the two rates?

A: By splitting into real and imaginary parts. The first lemma writes $|f|^2=(\mathrm{Re}f)^2+(\mathrm{Im}f)^2$ and applies the product rule.

```lean
/-- If `f` has the derivative `f'` at `t`, then `|f|²` has the derivative `2 Re(f* f')` there. -/
theorem hasDerivAt_norm_sq {f : ℝ → ℂ} {f' : ℂ} {t : ℝ} (h : HasDerivAt f f' t) :
    HasDerivAt (fun s => ‖f s‖ ^ 2) (2 * (conj (f t) * f').re) t := by
  have hr : HasDerivAt (fun s => (f s).re) f'.re t :=
    Complex.reCLM.hasFDerivAt.comp_hasDerivAt t h
  have hi : HasDerivAt (fun s => (f s).im) f'.im t :=
    Complex.imCLM.hasFDerivAt.comp_hasDerivAt t h
  have e : (fun s => ‖f s‖ ^ 2) =
      fun s => (f s).re * (f s).re + (f s).im * (f s).im := by
    funext s
    rw [Complex.sq_norm, Complex.normSq_apply]
  rw [e]
  refine ((hr.fun_mul hr).fun_add (hi.fun_mul hi)).congr_deriv ?_
  simp only [mul_re, conj_re, conj_im]
  ring
```

The second writes $\mathrm{Im}(\varphi^*\varphi')=\mathrm{Re}\varphi\,\mathrm{Im}\varphi'-\mathrm{Im}\varphi\,\mathrm{Re}\varphi'$. After differentiation the products of first derivatives cancel, which is the disappearance of $|\partial_x\psi|^2$.

```lean
/-- If `φ` is differentiable at `x` and `φ'` has the derivative `φ₂` there (possibly one-sided,
along a set `s`), the current has the derivative `(ℏ/m) Im(φ* φ₂)` in the same sense. -/
theorem hasDerivWithinAt_current (ℏ m : ℝ) {φ : ℝ → ℂ} {φ₂ : ℂ} {x : ℝ} {s : Set ℝ}
    (h1 : DifferentiableAt ℝ φ x) (h2 : HasDerivWithinAt (deriv φ) φ₂ s x) :
    HasDerivWithinAt (current ℏ m φ) (ℏ / m * (conj (φ x) * φ₂).im) s x := by
  have h := h1.hasDerivAt.hasDerivWithinAt (s := s)
  have ar : HasDerivWithinAt (fun y => (φ y).re) (deriv φ x).re s x :=
    Complex.reCLM.hasFDerivAt.comp_hasDerivWithinAt x h
  have ai : HasDerivWithinAt (fun y => (φ y).im) (deriv φ x).im s x :=
    Complex.imCLM.hasFDerivAt.comp_hasDerivWithinAt x h
  have br : HasDerivWithinAt (fun y => (deriv φ y).re) φ₂.re s x :=
    Complex.reCLM.hasFDerivAt.comp_hasDerivWithinAt x h2
  have bi : HasDerivWithinAt (fun y => (deriv φ y).im) φ₂.im s x :=
    Complex.imCLM.hasFDerivAt.comp_hasDerivWithinAt x h2
  have e : current ℏ m φ = fun y =>
      ℏ / m * ((φ y).re * (deriv φ y).im - (φ y).im * (deriv φ y).re) := by
    funext y
    simp only [current, mul_im, conj_re, conj_im]
    ring
  rw [e]
  -- the products of first derivatives cancel
  refine (((ar.fun_mul bi).fun_sub (ai.fun_mul br)).const_mul (ℏ / m)).congr_deriv ?_
  simp only [mul_im, conj_re, conj_im]
  ring
```

The set `s` allows the derivative of $\varphi'$ to be one-sided. That will matter for potential steps.

Q: Lean's `deriv` returns zero where a function has no derivative. Could the conservation law be true for that empty reason?

A: No. The theorem also concludes that the density is differentiable in time and the current in space. Here is the version with a complex potential.

```lean
/-- Balance law: for `ℏ, m ≠ 0` and a possibly complex potential, a solution with one time
derivative and two space derivatives obeys `∂ₜ|ψ|² + ∂ₓJ = (2/ℏ) Im V |ψ|²`, and both
derivatives on the left exist. -/
theorem balance_law {ℏ m : ℝ} (hℏ : ℏ ≠ 0) (hm : m ≠ 0) {V ψ : ℝ → ℝ → ℂ} {x t : ℝ}
    (ht : DifferentiableAt ℝ (fun s => ψ x s) t)
    (hx : Differentiable ℝ fun y => ψ y t)
    (hxx : DifferentiableAt ℝ (deriv fun y => ψ y t) x)
    (hE : SchrodingerAt ℏ m V ψ x t) :
    DifferentiableAt ℝ (fun s => density ψ x s) t ∧
    DifferentiableAt ℝ (current ℏ m fun y => ψ y t) x ∧
    deriv (fun s => density ψ x s) t + deriv (current ℏ m fun y => ψ y t) x =
      2 / ℏ * (V x t).im * density ψ x t := by
  have hρ : HasDerivAt (fun s => density ψ x s)
      (2 * (conj (ψ x t) * deriv (fun s => ψ x s) t).re) t :=
    hasDerivAt_norm_sq ht.hasDerivAt
  have hJ : HasDerivAt (current ℏ m fun y => ψ y t)
      (ℏ / m * (conj (ψ x t) * deriv (deriv fun y => ψ y t) x).im) x :=
    hasDerivWithinAt_univ.mp
      (hasDerivWithinAt_current ℏ m (hx x) hxx.hasDerivAt.hasDerivWithinAt)
  refine ⟨hρ.differentiableAt, hJ.differentiableAt, ?_⟩
  rw [hρ.deriv, hJ.deriv]
  unfold SchrodingerAt at hE
  unfold density
  generalize deriv (fun s => ψ x s) t = D at hE ⊢
  generalize deriv (deriv fun y => ψ y t) x = S at hE ⊢
  generalize ψ x t = a at hE ⊢
  have hn : conj a * a = ((‖a‖ ^ 2 : ℝ) : ℂ) := by
    rw [mul_comm, Complex.mul_conj, Complex.normSq_eq_norm_sq]
  -- multiply the Schrödinger equation by `ψ*` and take the imaginary part
  have hc : ((2 * m * ℏ : ℝ) : ℂ) * (I * (conj a * D)) =
      ((-ℏ ^ 2 : ℝ) : ℂ) * (conj a * S) +
        ((2 * m : ℝ) : ℂ) * (V x t * ((‖a‖ ^ 2 : ℝ) : ℂ)) := by
    rw [← hn]
    push_cast
    linear_combination conj a * hE
  have hi := congrArg Complex.im hc
  simp only [add_im, im_ofReal_mul, I_mul_im, im_mul_ofReal] at hi
  have h1 : ℏ * ℏ⁻¹ = 1 := mul_inv_cancel₀ hℏ
  have h2 : m * m⁻¹ = 1 := mul_inv_cancel₀ hm
  apply mul_left_cancel₀ (mul_ne_zero hm hℏ)
  linear_combination hi - 2 * m * (V x t).im * ‖a‖ ^ 2 * h1 +
    ℏ ^ 2 * (conj a * S).im * h2
```

The hypotheses are one time derivative at the point (`ht`), a first space derivative at every position at that time (`hx`), a second space derivative at the point (`hxx`), and the Schrödinger equation at that point only (`hE`). The proof uses `hx` only at the point itself, so the theorem asks for more than the opening claim: a box state with kinks at the walls is left out, although the law holds inside the box. In the proof, `hc` is the equation multiplied by $\psi^*$ and `hi` is its imaginary part. The final `linear_combination` clears the divisions by $\hbar$ and $m$.

Q: Why assume only $\hbar\neq0$ and $m\neq0$, and not that they are positive?

A: The algebra needs no sign; physically, $\hbar$ is the positive quantum of action and $m$ the positive mass. Zero mass does break the law: the multiplied equation then reads $\hbar^2\partial_x^2\psi=0$ and leaves the time dependence free, so $\psi=e^t$ satisfies it with growing density and no current.

Q: And the real potential?

A: It enters as a real-valued function, regarded as complex inside the equation. Its imaginary part vanishes, and so does the source.

```lean
/-- Continuity equation: for `ℏ, m ≠ 0` and a real potential, a solution of the Schrödinger
equation with one time derivative and two space derivatives obeys `∂ₜ|ψ|² + ∂ₓJ = 0`, and both
derivatives exist. -/
theorem continuity_equation {ℏ m : ℝ} (hℏ : ℏ ≠ 0) (hm : m ≠ 0) {V : ℝ → ℝ → ℝ}
    {ψ : ℝ → ℝ → ℂ} {x t : ℝ}
    (ht : DifferentiableAt ℝ (fun s => ψ x s) t)
    (hx : Differentiable ℝ fun y => ψ y t)
    (hxx : DifferentiableAt ℝ (deriv fun y => ψ y t) x)
    (hE : SchrodingerAt ℏ m (fun y s => (V y s : ℂ)) ψ x t) :
    DifferentiableAt ℝ (fun s => density ψ x s) t ∧
    DifferentiableAt ℝ (current ℏ m fun y => ψ y t) x ∧
    deriv (fun s => density ψ x s) t + deriv (current ℏ m fun y => ψ y t) x = 0 := by
  obtain ⟨h1, h2, h3⟩ := balance_law hℏ hm ht hx hxx hE
  refine ⟨h1, h2, ?_⟩
  rw [h3]
  simp
```

Physically, a real potential means that the particle is neither absorbed nor created. In wave-packet simulations an absorbing potential with $\mathrm{Im}V<0$ removes probability near the edge of the grid, and for one particle in one dimension the balance law gives the local rate of loss.

Q: Does conservation at a point force the potential to be real there?

A: Yes, if $\psi$ is not zero at the point. The source is a product of $2/\hbar$, $\mathrm{Im}V$ and $|\psi|^2$, and only the middle factor can vanish.

```lean
/-- Converse: for `ℏ, m ≠ 0` and a solution with one time derivative and two space derivatives, at a
point where `ψ` does not vanish the continuity equation holds exactly when the potential is real
there. -/
theorem continuity_iff_real_potential {ℏ m : ℝ} (hℏ : ℏ ≠ 0) (hm : m ≠ 0)
    {V ψ : ℝ → ℝ → ℂ} {x t : ℝ}
    (ht : DifferentiableAt ℝ (fun s => ψ x s) t)
    (hx : Differentiable ℝ fun y => ψ y t)
    (hxx : DifferentiableAt ℝ (deriv fun y => ψ y t) x)
    (hE : SchrodingerAt ℏ m V ψ x t) (hψ : ψ x t ≠ 0) :
    deriv (fun s => density ψ x s) t + deriv (current ℏ m fun y => ψ y t) x = 0 ↔
      (V x t).im = 0 := by
  rw [(balance_law hℏ hm ht hx hxx hE).2.2]
  simp [density, hℏ, hψ]
```

At a node of $\psi$ the source is zero whatever $V$ is, so conservation there says nothing about the potential.

Q: Textbooks use the current for scattering, where the potential often has a step. At the step $\varphi''$ does not exist, unless $\varphi$ vanishes there.

A: That is where the one-sided derivative comes in. For a stationary state of real energy $E$ in a real potential $V(x)$, the spatial part $\varphi$ obeys $\varphi''=U\varphi$ with $U=2m(V-E)/\hbar^2$. Note that `U` is this rescaled quantity and not the potential energy. The theorem starts from $\varphi''=U\varphi$ directly, and `Set.Ici x` says that $\varphi''$ is the derivative of $\varphi'$ from the right.

```lean
/-- If `φ` is continuously differentiable and `φ'' = U φ` with `U` real, where `φ''` is the
right-hand derivative of `φ'`, then the current is the same at any two points. -/
theorem stationary_current_constant (ℏ m : ℝ) {φ : ℝ → ℂ} {U : ℝ → ℝ}
    (h1 : Differentiable ℝ φ) (h2 : Continuous (deriv φ))
    (h3 : ∀ x, HasDerivWithinAt (deriv φ) ((U x : ℂ) * φ x) (Set.Ici x) x) (x y : ℝ) :
    current ℏ m φ x = current ℏ m φ y := by
  have hz : ∀ z, HasDerivWithinAt (current ℏ m φ) 0 (Set.Ici z) z := fun z =>
    (hasDerivWithinAt_current ℏ m (h1 z) (h3 z)).congr_deriv (by
      simp only [mul_im, mul_re, conj_re, conj_im, ofReal_re, ofReal_im]
      ring)
  have hc : Continuous (current ℏ m φ) :=
    continuous_const.mul (Complex.continuous_im.comp
      ((Complex.continuous_conj.comp h1.continuous).mul h2))
  -- a continuous function with vanishing right derivative is constant
  have key : ∀ a b, a ≤ b → current ℏ m φ b = current ℏ m φ a := fun a b hab =>
    constant_of_has_deriv_right_zero hc.continuousOn (fun z _ => hz z) b ⟨hab, le_rfl⟩
  rcases le_total x y with h | h
  · exact (key x y h).symm
  · exact key y x h
```

By hand, $J'=\frac{\hbar}{m}\mathrm{Im}(\varphi^*U\varphi)=\frac{\hbar}{m}\,U\,\mathrm{Im}|\varphi|^2=0$, so $J$ is constant. With a right-hand derivative one also needs $J$ to be continuous, since a right-continuous staircase has zero right-hand derivative everywhere. Continuity of $\varphi$ and $\varphi'$ supplies this (`hc`), and a Mathlib lemma then gives constancy on each interval. A finite step is admitted if $U$ takes its right-hand value there. A delta potential, which makes $\varphi'$ jump where $\varphi\neq0$, is not, although the current is the same on both sides of it when its strength is real.

Q: What current do the incoming and reflected waves carry together? I would expect interference terms.

A: They cancel. Let $\varphi=Ae^{ikx}+Be^{-ikx}$ with real $k$. Then

$$\varphi^*\varphi'=ik\big(|A|^2-|B|^2+AB^*e^{2ikx}-A^*Be^{-2ikx}\big).$$

The last two terms are a number minus its complex conjugate, hence purely imaginary. Multiplied by $ik$ they become real and drop out of the imaginary part, so $J=\frac{\hbar k}{m}(|A|^2-|B|^2)$.

```lean
/-- For real `k`, the wave `A exp(ikx) + B exp(-ikx)` carries the current `(ℏk/m)(|A|² - |B|²)`. -/
theorem current_plane_waves (ℏ m k : ℝ) (A B : ℂ) (x : ℝ) :
    current ℏ m (fun y : ℝ => A * Complex.exp (I * k * y) + B * Complex.exp (-(I * k * y))) x =
      ℏ * k / m * (‖A‖ ^ 2 - ‖B‖ ^ 2) := by
  have h0 : HasDerivAt (fun y : ℝ => I * (k : ℂ) * (y : ℂ)) (I * k) x :=
    ((hasDerivAt_id x).ofReal_comp.const_mul (I * (k : ℂ))).congr_deriv (by simp)
  have hd : HasDerivAt
      (fun y : ℝ => A * Complex.exp (I * k * y) + B * Complex.exp (-(I * k * y)))
      (A * (Complex.exp (I * k * x) * (I * k)) +
        B * (Complex.exp (-(I * k * x)) * (-(I * k)))) x :=
    (h0.cexp.const_mul A).fun_add (h0.fun_neg.cexp.const_mul B)
  have hce : Complex.exp (-(I * k * x)) = conj (Complex.exp (I * k * x)) := by
    rw [← Complex.exp_conj]
    congr 1
    simp
  -- the phase factor has modulus one
  have hu : Complex.exp (I * k * x) * conj (Complex.exp (I * k * x)) = 1 := by
    rw [← hce, ← Complex.exp_add, add_neg_cancel, Complex.exp_zero]
  have hu' := congrArg Complex.re hu
  simp only [mul_re, conj_re, conj_im, one_re] at hu'
  simp only [current, hd.deriv]
  rw [hce, Complex.sq_norm, Complex.sq_norm, Complex.normSq_apply, Complex.normSq_apply]
  generalize Complex.exp (I * k * x) = e at hu' ⊢
  simp only [mul_im, mul_re, add_re, add_im, conj_re, conj_im, neg_re, neg_im,
    I_re, I_im, ofReal_re, ofReal_im]
  linear_combination (ℏ / m * k *
    ((A.re * A.re + A.im * A.im) - (B.re * B.re + B.im * B.im))) * hu'
```

Lean differentiates the wave (`hd`), identifies $e^{-ikx}$ with the conjugate of $e^{ikx}$ (`hce`), and uses that the phase factor has modulus one (`hu`).

Q: Then scattering follows by comparing the two sides?

A: Yes. Let the wave be $e^{ikx}+re^{-ikx}$ for all $x<a$ and $\tau e^{iqx}$ for all $x>b$. Here $r$ and $\tau$ are amplitudes, with $\tau$ in place of the usual $t$ because $t$ is time. The current is $\frac{\hbar k}{m}(1-|r|^2)$ on the left and $\frac{\hbar q}{m}|\tau|^2$ on the right. Equating them and removing the common factor gives $k(1-|r|^2)=q|\tau|^2$.

```lean
/-- Scattering: let `φ` be continuously differentiable with `φ'' = U φ`, `U` real and `φ''` the
right-hand derivative of `φ'`. If `φ = exp(ikx) + r exp(-ikx)` on the far left and `φ = τ exp(iqx)`
on the far right, with `k` and `q` real, then `k(1 - |r|²) = q|τ|²`. -/
theorem reflection_transmission {φ : ℝ → ℂ} {U : ℝ → ℝ} {k q a b : ℝ} {r τ : ℂ}
    (h1 : Differentiable ℝ φ) (h2 : Continuous (deriv φ))
    (h3 : ∀ x, HasDerivWithinAt (deriv φ) ((U x : ℂ) * φ x) (Set.Ici x) x)
    (hL : ∀ x : ℝ, x < a → φ x = Complex.exp (I * k * x) + r * Complex.exp (-(I * k * x)))
    (hR : ∀ x : ℝ, b < x → φ x = τ * Complex.exp (I * q * x)) :
    k * (1 - ‖r‖ ^ 2) = q * ‖τ‖ ^ 2 := by
  have hc : ∀ {f g : ℝ → ℂ} {x : ℝ}, f =ᶠ[𝓝 x] g → current 1 1 f x = current 1 1 g x :=
    fun h => by simp only [current, h.eq_of_nhds, h.deriv_eq]
  have eL : φ =ᶠ[𝓝 (a - 1)] fun y : ℝ =>
      1 * Complex.exp (I * k * y) + r * Complex.exp (-(I * k * y)) := by
    filter_upwards [Iio_mem_nhds (show a - 1 < a by linarith)] with y hy
    rw [hL y hy, one_mul]
  have eR : φ =ᶠ[𝓝 (b + 1)] fun y : ℝ =>
      τ * Complex.exp (I * q * y) + 0 * Complex.exp (-(I * q * y)) := by
    filter_upwards [Ioi_mem_nhds (show b < b + 1 by linarith)] with y hy
    rw [hR y hy, zero_mul, add_zero]
  -- equate the currents on the two sides
  have h := stationary_current_constant 1 1 h1 h2 h3 (a - 1) (b + 1)
  rw [hc eL, hc eR, current_plane_waves, current_plane_waves] at h
  simpa using h

end

end ProbabilityCurrent
```

The proof sets $\hbar=m=1$ and evaluates the current at $a-1$ and $b+1$. Around each point $\varphi$ agrees with a plane-wave form on a whole neighbourhood, so the derivatives agree as well (`eL`, `eR`, `hc`).

For $k,q>0$, division by $k$ gives $|r|^2+\frac{q}{k}|\tau|^2=1$: the reflection and transmission probabilities add up to one. Both wave numbers are real, so a decaying wave on the right is excluded.

Q: What happens at threshold, when $q=0$?

A: The relation becomes $k(1-|r|^2)=0$, so $|r|=1$ for $k\neq0$, while $\tau$ is left free. A step at the origin whose height equals the energy shows this. The wave is $2\cos kx$ for $x<0$ and the constant $2$ for $x\ge0$, so $r=1$ and $\tau=2$. The amplitude on the right is large, but a constant wave carries no current.

Q: So where does the formal statement stop short of a general pure state on the line?

A: At the derivatives. A general pure state is a square-integrable function evolving under a Hamiltonian, and it need not have derivatives at each point. That a given state is smooth enough is assumed here and has to come from elsewhere. The law is also purely local: conservation of the total probability would further need an integration over $x$ and control of the current at large distances.

```lean
#print axioms ProbabilityCurrent.continuity_equation
-- 'ProbabilityCurrent.continuity_equation' depends on axioms: [propext, Classical.choice, Quot.sound]
#print axioms ProbabilityCurrent.continuity_iff_real_potential
-- 'ProbabilityCurrent.continuity_iff_real_potential' depends on axioms: [propext, Classical.choice, Quot.sound]
#print axioms ProbabilityCurrent.reflection_transmission
-- 'ProbabilityCurrent.reflection_transmission' depends on axioms: [propext, Classical.choice, Quot.sound]
```
